# Under an anti-translation t, magnetic reflections h are nonzero only where h · t is a half-odd integer

The theorem `antitranslation_selection` concerns finitely many atoms with real magnetic moments, repeated on a lattice, and the structure factor M(h) = ∑ⱼ mⱼ exp(2πi h · xⱼ) at an integer index h, without form factors or thermal factors. The structure is assumed symmetric under a translation t combined with time reversal: each atom is carried to an atom with the opposite moment, up to a lattice vector. The claim is that if some component of M(h) is nonzero, then h · t = k + 1/2 for some integer k. The proof specialises the general symmetry relation to M(h) = −exp(2πi h · t) M(h), cancels the nonzero component to find that the phase is −1, and reads off h · t from the periodicity of the complex exponential.

The failing Lean file:

```lean
import Mathlib

open Matrix ComplexConjugate

namespace MagneticStructureFactor

noncomputable section

variable {n ι : Type*} [Fintype n] [Fintype ι]

/-- The product `h · x` of an integer reflection index with a position in lattice coordinates. -/
def pairing (h : n → ℤ) (x : n → ℝ) : ℝ := ∑ a, (h a : ℝ) * x a

/-- The scattering phase `exp(2πi h · x)`. -/
def phase (h : n → ℤ) (x : n → ℝ) : ℂ :=
  Complex.exp (2 * Real.pi * Complex.I * (pairing h x : ℂ))

/-- The magnetic structure factor `M(h) = ∑ⱼ mⱼ exp(2πi h · xⱼ)`, a complex vector
in lattice components. -/
def magneticF (x m : ι → n → ℝ) (h : n → ℤ) : n → ℂ :=
  fun a => ∑ j, (m j a : ℂ) * phase h (x j)

/-- The operation `(R, t)` with time-reversal sign `e` carries atom `j` to atom `p j`, up to a
lattice vector, and transforms the moments as axial vectors. -/
structure IsMagneticSymmetry [DecidableEq n] (x m : ι → n → ℝ) (e : ℤˣ) (R : Matrix n n ℤ)
    (t : n → ℝ) (p : Equiv.Perm ι) : Prop where
  moment : ∀ j a, m (p j) a = ((e : ℤ) : ℝ) * (R.det : ℝ) * ∑ b, (R a b : ℝ) * m j b
  position : ∀ j, ∃ k : n → ℤ, ∀ a, x (p j) a = ∑ b, (R a b : ℝ) * x j b + t a + (k a : ℝ)

/-- If `y = R x + t` up to a lattice vector, the phase of `y` at `h` is `exp(2πi h · t)` times
the phase of `x` at `Rᵀ h`. -/
theorem phase_image {R : Matrix n n ℤ} {x y t : n → ℝ} {k : n → ℤ} (h : n → ℤ)
    (hy : ∀ a, y a = ∑ b, (R a b : ℝ) * x b + t a + (k a : ℝ)) :
    phase h y = phase h t * phase (Rᵀ *ᵥ h) x := by
  -- moving `R` from the position to the reflection index
  have hs : ∑ a, (h a : ℝ) * ∑ b, (R a b : ℝ) * x b
      = ∑ b, (((Rᵀ *ᵥ h) b : ℤ) : ℝ) * x b := by
    simp only [Matrix.mulVec, dotProduct, Matrix.transpose_apply, Int.cast_sum, Int.cast_mul,
      Finset.mul_sum, Finset.sum_mul]
    rw [Finset.sum_comm]
    exact Finset.sum_congr rfl fun b _ => Finset.sum_congr rfl fun a _ => by ring
  obtain ⟨N, hN⟩ : ∃ N : ℤ, pairing h y = pairing h t + pairing (Rᵀ *ᵥ h) x + (N : ℝ) := by
    refine ⟨∑ a, h a * k a, ?_⟩
    simp only [pairing, hy, mul_add, Finset.sum_add_distrib, Int.cast_sum, Int.cast_mul]
    rw [hs]
    ring
  -- the lattice vector contributes a full number of turns
  have hsplit : 2 * Real.pi * Complex.I * (pairing h y : ℂ)
      = (2 * Real.pi * Complex.I * (pairing h t : ℂ)
        + 2 * Real.pi * Complex.I * (pairing (Rᵀ *ᵥ h) x : ℂ))
        + (N : ℂ) * (2 * Real.pi * Complex.I) := by
    rw [hN]
    push_cast
    ring
  unfold phase
  rw [hsplit, Complex.exp_add, Complex.exp_int_mul_two_pi_mul_I, mul_one, Complex.exp_add]

/-- Under a magnetic symmetry, `M(h) = e det(R) exp(2πi h · t) R M(Rᵀ h)`. -/
theorem magneticF_symmetry [DecidableEq n] {x m : ι → n → ℝ} {e : ℤˣ} {R : Matrix n n ℤ}
    {t : n → ℝ} {p : Equiv.Perm ι} (hs : IsMagneticSymmetry x m e R t p) (h : n → ℤ) (a : n) :
    magneticF x m h a = ((e : ℤ) : ℂ) * (R.det : ℂ) * phase h t *
      ∑ b, (R a b : ℂ) * magneticF x m (Rᵀ *ᵥ h) b := by
  have hj : ∀ j, (m (p j) a : ℂ) * phase h (x (p j)) =
      ∑ b, ((e : ℤ) : ℂ) * (R.det : ℂ) * phase h t *
        ((R a b : ℂ) * ((m j b : ℂ) * phase (Rᵀ *ᵥ h) (x j))) := by
    intro j
    obtain ⟨k, hk⟩ := hs.position j
    rw [phase_image h hk, hs.moment]
    simp only [Complex.ofReal_mul, Complex.ofReal_sum, Complex.ofReal_intCast,
      Finset.mul_sum, Finset.sum_mul]
    exact Finset.sum_congr rfl fun b _ => by ring
  -- sum over the image atoms instead of the atoms
  calc magneticF x m h a = ∑ j, (m (p j) a : ℂ) * phase h (x (p j)) :=
        (Equiv.sum_comp p (fun j => (m j a : ℂ) * phase h (x j))).symm
    _ = _ := by
        rw [Finset.sum_congr rfl (fun j _ => hj j), Finset.sum_comm]
        simp only [magneticF, Finset.mul_sum]

/-- With an anti-translation `t`, a nonzero component of `M(h)` requires `h · t` to be a
half-odd integer. -/
theorem antitranslation_selection [DecidableEq n] {x m : ι → n → ℝ} {t : n → ℝ}
    {p : Equiv.Perm ι} (hs : IsMagneticSymmetry x m (-1) 1 t p) {h : n → ℤ} {a : n}
    (hM : magneticF x m h a ≠ 0) : ∃ k : ℤ, pairing h t = k + 1 / 2 := by
  have key := magneticF_symmetry hs h a
  have hsum : ∑ b, (((1 : Matrix n n ℤ) a b : ℤ) : ℂ) * magneticF x m h b
      = magneticF x m h a := by
    simp [Matrix.one_apply]
  have he : (((-1 : ℤˣ) : ℤ) : ℂ) = -1 := by simp
  rw [Matrix.transpose_one, Matrix.one_mulVec, hsum, Matrix.det_one, he, Int.cast_one] at key
  -- the translation phase must compensate the reversal of the moments
  have hph : phase h t = -1 := by
    apply mul_right_cancel₀ hM
    linear_combination -key
  have hone : Complex.exp (2 * Real.pi * Complex.I * (pairing h t : ℂ)
      + Real.pi * Complex.I) = 1 := by
    rw [Complex.exp_add, Complex.exp_pi_mul_I]
    change phase h t * -1 = 1
    rw [hph]
    norm_num
  obtain ⟨k, hk⟩ := Complex.exp_eq_one_iff.1 hone
  refine ⟨k - 1, ?_⟩
  have hc : (pairing h t : ℂ) = (((k : ℝ) - 1 / 2 : ℝ) : ℂ) := by
    apply mul_left_cancel₀ Complex.two_pi_I_ne_zero
    push_cast
    linear_combination hk
  have hr : pairing h t = (k : ℝ) - 1 / 2 := Complex.ofReal_injective hc
  rw [hr]
  push_cast
  ring

end

end MagneticStructureFactor
```

Lean reports:

```
Main.lean:93:4: error: ring failed, ring expressions not equal
n : Type u_1
ι : Type u_2
inst✝² : Fintype n
inst✝¹ : Fintype ι
inst✝ : DecidableEq n
x m : ι → n → ℝ
t : n → ℝ
p : Equiv.Perm ι
hs : IsMagneticSymmetry x m (-1) 1 t p
h : n → ℤ
a : n
hM : magneticF x m h a ≠ 0
key : magneticF x m h a = -1 * 1 * phase h t * magneticF x m h a
hsum : ∑ b, ↑(1 a b) * magneticF x m h b = magneticF x m h a
he : ↑↑(-1) = -1
⊢ phase h t * magneticF x m h a * 2 + magneticF x m h a * 2 = 0
```

As a diff, the version that Lean accepts:

```diff
@@ -91,5 +91,5 @@
   have hph : phase h t = -1 := by
     apply mul_right_cancel₀ hM
-    linear_combination -key
+    linear_combination key
   have hone : Complex.exp (2 * Real.pi * Complex.I * (pairing h t : ℂ)
       + Real.pi * Complex.I) = 1 := by
```

Diagnosis. The error is a wrong sign in the step that proves `phase h t = -1`. Write M for `magneticF x m h a` and φ for `phase h t`. After `mul_right_cancel₀ hM`, the goal is φM = −1 · M, whose left side minus right side is φM + M. The hypothesis `key` says M = −1 · 1 · φ · M, and its left side minus right side is also M + φM.

`linear_combination` subtracts the given combination of hypotheses from the goal, in this left-minus-right form, and asks `ring` to show that the result is zero. With `-key` the subtraction becomes an addition, so the two equal expressions double instead of cancelling. That is the remainder in the message, 2φM + 2M = 0. It does follow from `key`, but `ring` proves only identities and does not use hypotheses.

The repair replaces `-key` with `key`. The difference is then identically zero, and `ring` closes the goal.
